# Functions of the kinetic energy, back-transformed as in DKH, do not depend on the eigenbasis

A Douglas–Kroll–Hess (DKH) program diagonalises the kinetic-energy matrix T in the metric of the overlap matrix S, evaluates relativistic factors at the eigenvalues, and transforms back to the original basis set. Within a degenerate level, such as a p shell, the diagonaliser may return any orthonormal mixture of orbitals. For one-electron matrices in a finite basis set and exact arithmetic, this choice leaves the back-transformed matrix unchanged.

Matrices are square, with real or complex entries (`𝕜`), and ᴴ is the conjugate transpose. The index type `n` labels basis functions and orbitals alike, so no linearly dependent combinations have been discarded.

```lean
import Mathlib

open Matrix

namespace DKHBackTransform

variable {n 𝕜 : Type*} [Fintype n] [DecidableEq n] [RCLike 𝕜]
  {S T C C₂ : Matrix n n 𝕜} {t t₂ : n → 𝕜}
```

The columns of C are orbital coefficients, and t(i) is the kinetic eigenvalue of orbital i. `IsKineticBasis` states

Cᴴ S C = 1,  Cᴴ T C = diag(t).

That such a C exists is assumed. The first equation forces S to be Hermitian and positive definite; T is Hermitian exactly when t is real.

```lean
/-- The columns of `C` are orthonormal in the overlap metric `S` and diagonalise the
kinetic-energy matrix `T`, with eigenvalues `t`. -/
structure IsKineticBasis (S T C : Matrix n n 𝕜) (t : n → 𝕜) : Prop where
  orthonormal : Cᴴ * S * C = 1
  diagonalizes : Cᴴ * T * C = diagonal t
```

`backTransform` takes any function f. A physical example is the free-particle energy f(t) = √(2c²t + c⁴) − c² in atomic units, with c the speed of light.

```lean
/-- The back-transform to the original basis set of the operator that is diagonal in the kinetic
eigenbasis `C` with entries `f (t i)`. -/
def backTransform (S C : Matrix n n 𝕜) (t : n → 𝕜) (f : 𝕜 → 𝕜) : Matrix n n 𝕜 :=
  S * C * diagonal (fun i => f (t i)) * Cᴴ * S
```

For a kernel k of two eigenvalues, such as an energy denominator, write

K_t[W](i,j) = k(t(i), t(j)) W(i,j).

```lean
/-- The matrix `W` with each element `W i j` multiplied by the kernel `k (t i) (t j)`. -/
def weighted (k : 𝕜 → 𝕜 → 𝕜) (t : n → 𝕜) (W : Matrix n n 𝕜) : Matrix n n 𝕜 :=
  of fun i j => k (t i) (t j) * W i j
```

`dressedPotential` applies this weighting to a potential matrix V in the eigenbasis. It describes terms with one potential matrix, not the products of potentials in higher DKH orders. Scalar first-order DKH also weights the matrix of p·Vp, with p the momentum operator; for that term this matrix takes the place of V.

```lean
/-- The potential `V` is taken to the kinetic eigenbasis, weighted there by the kernel `k`,
and transformed back to the original basis set. -/
def dressedPotential (S C : Matrix n n 𝕜) (t : n → 𝕜) (k : 𝕜 → 𝕜 → 𝕜)
    (V : Matrix n n 𝕜) : Matrix n n 𝕜 :=
  S * C * weighted k t (Cᴴ * V * C) * Cᴴ * S
```

### (a) Resolving the identity

Show that a kinetic eigenbasis satisfies

C Cᴴ S = 1,  S C Cᴴ = 1.

**Solution.** Orthonormality makes Cᴴ S a left inverse of the square matrix C, hence also a right inverse: C Cᴴ S = 1. Now C Cᴴ is a left inverse of S, hence also a right inverse. Each reversal is one use of `mul_eq_one_comm`.

```lean
/-- Resolution of the identity in a kinetic eigenbasis, with the overlap matrix on the right
or on the left. -/
theorem resolution (h : IsKineticBasis S T C t) :
    C * Cᴴ * S = 1 ∧ S * C * Cᴴ = 1 := by
  have h1 : C * (Cᴴ * S) = 1 := mul_eq_one_comm.mp h.orthonormal
  have h2 : C * Cᴴ * S = 1 := by rw [Matrix.mul_assoc]; exact h1
  have h3 : S * (C * Cᴴ) = 1 := mul_eq_one_comm.mp h2
  exact ⟨h2, by rw [Matrix.mul_assoc]; exact h3⟩
```

### (b) Relating two eigenbases

Let C₂, with eigenvalues t₂, be a second eigenbasis of the same S and T. Find U with

C₂ = C U,  U Uᴴ = 1,  U(i,j) = 0 whenever t(i) ≠ t₂(j).

**Solution.** Take U = Cᴴ S C₂. By (a), C U = C₂. Then

Uᴴ U = Uᴴ Cᴴ S C U = C₂ᴴ S C₂ = 1,

so U Uᴴ = 1 as well. For the kinetic energy,

diag(t) U = U Uᴴ Cᴴ T C U = U C₂ᴴ T C₂ = U diag(t₂).

Element by element, (t(i) − t₂(j)) U(i,j) = 0, which gives the last claim. The steps `hU` and `hD` are these two calculations.

```lean
/-- Two kinetic eigenbases differ by a unitary matrix that mixes only orbitals of equal
kinetic eigenvalue. -/
theorem exists_rotation (h : IsKineticBasis S T C t) (h₂ : IsKineticBasis S T C₂ t₂) :
    ∃ U : Matrix n n 𝕜, C₂ = C * U ∧ U * Uᴴ = 1 ∧ ∀ i j, t i ≠ t₂ j → U i j = 0 := by
  obtain ⟨U, rfl⟩ : ∃ U, C₂ = C * U :=
    ⟨Cᴴ * S * C₂, by
      rw [← Matrix.mul_assoc, ← Matrix.mul_assoc, (resolution h).1, Matrix.one_mul]⟩
  -- both bases are orthonormal, so `U` is unitary
  have hU : Uᴴ * U = 1 := by
    calc Uᴴ * U = Uᴴ * (Cᴴ * S * C) * U := by rw [h.orthonormal, Matrix.mul_one]
      _ = (C * U)ᴴ * S * (C * U) := by simp only [conjTranspose_mul, Matrix.mul_assoc]
      _ = 1 := h₂.orthonormal
  have hU' : U * Uᴴ = 1 := mul_eq_one_comm.mp hU
  -- both bases diagonalise `T`, so `U` intertwines the eigenvalues
  have hD : diagonal t * U = U * diagonal t₂ := by
    calc diagonal t * U = U * Uᴴ * (Cᴴ * T * C) * U := by
          rw [hU', Matrix.one_mul, h.diagonalizes]
      _ = U * ((C * U)ᴴ * T * (C * U)) := by
          simp only [conjTranspose_mul, Matrix.mul_assoc]
      _ = U * diagonal t₂ := by rw [h₂.diagonalizes]
  refine ⟨U, rfl, hU', fun i j hij => ?_⟩
  have e := congrFun (congrFun hD i) j
  rw [diagonal_mul, mul_diagonal] at e
  have e' : (t i - t₂ j) * U i j = 0 := by linear_combination e
  exact (mul_eq_zero.mp e').resolve_left (sub_ne_zero.mpr hij)
```

### (c) Functions of the kinetic energy

Show for every f that

S C diag(f(t)) Cᴴ S = S C₂ diag(f(t₂)) C₂ᴴ S.

**Solution.** Either t(i) = t₂(j) or U(i,j) = 0, so in both cases f(t(i)) U(i,j) = U(i,j) f(t₂(j)). This is `hf`:

diag(f(t)) U = U diag(f(t₂)).

Therefore

S C₂ diag(f(t₂)) C₂ᴴ S
= S C U diag(f(t₂)) Uᴴ Cᴴ S
= S C diag(f(t)) U Uᴴ Cᴴ S
= S C diag(f(t)) Cᴴ S.

```lean
/-- A back-transformed function of the kinetic energy is the same matrix for every choice of kinetic
eigenbasis. -/
theorem backTransform_eq (h : IsKineticBasis S T C t) (h₂ : IsKineticBasis S T C₂ t₂)
    (f : 𝕜 → 𝕜) : backTransform S C t f = backTransform S C₂ t₂ f := by
  obtain ⟨U, rfl, hU, hb⟩ := exists_rotation h h₂
  -- `U` intertwines any function of the eigenvalues
  have hf : diagonal (fun i => f (t i)) * U = U * diagonal (fun i => f (t₂ i)) := by
    ext i j
    rw [diagonal_mul, mul_diagonal]
    by_cases hij : t i = t₂ j
    · rw [hij, mul_comm]
    · rw [hb i j hij, mul_zero, zero_mul]
  unfold backTransform
  symm
  calc S * (C * U) * diagonal (fun i => f (t₂ i)) * (C * U)ᴴ * S
      = S * C * (U * diagonal (fun i => f (t₂ i))) * Uᴴ * Cᴴ * S := by
        simp only [conjTranspose_mul, Matrix.mul_assoc]
    _ = S * C * diagonal (fun i => f (t i)) * (U * Uᴴ) * Cᴴ * S := by
        rw [← hf]; simp only [Matrix.mul_assoc]
    _ = S * C * diagonal (fun i => f (t i)) * Cᴴ * S := by rw [hU, Matrix.mul_one]
```

An alternative model defines the operator as S^½ f(S^−½ T S^−½) S^½ by functional calculus. Independence of the eigenbasis is then built into the definition, and the work moves to proving that the program's eigenbasis formula agrees with it.

### (d) Moving a kernel through a rotation

For any W, and any U with the zero pattern of (b), show

K_t₂[Uᴴ W U] = Uᴴ K_t[W] U.

**Solution.** With * for the complex conjugate, the (i,j) element on the left is

Σ_b Σ_a k(t₂(i), t₂(j)) U(a,i)* W(a,b) U(b,j).

A term can be nonzero only if t(a) = t₂(i) and t(b) = t₂(j). The kernel may then be written k(t(a), t(b)), which gives the right-hand side. The nested `by_cases` makes this distinction.

```lean
omit [DecidableEq n] in
/-- Weighting by a kernel of the eigenvalues commutes with a change of basis that mixes only
orbitals of equal eigenvalue. -/
theorem weighted_rotation (k : 𝕜 → 𝕜 → 𝕜) (U W : Matrix n n 𝕜)
    (hb : ∀ i j, t i ≠ t₂ j → U i j = 0) :
    weighted k t₂ (Uᴴ * W * U) = Uᴴ * weighted k t W * U := by
  ext i j
  simp only [weighted, of_apply, Matrix.mul_apply, conjTranspose_apply,
    Finset.mul_sum, Finset.sum_mul]
  refine Finset.sum_congr rfl fun b _ => Finset.sum_congr rfl fun a _ => ?_
  by_cases ha : t a = t₂ i
  · by_cases hb' : t b = t₂ j
    · rw [ha, hb']; ring
    · simp [hb b j hb']
  · simp [hb a i ha]
```

### (e) Weighted potentials

Show for every k and V that

S C K_t[Cᴴ V C] Cᴴ S = S C₂ K_t₂[C₂ᴴ V C₂] C₂ᴴ S.

**Solution.** Put K = K_t[Cᴴ V C]. Since C₂ᴴ V C₂ = Uᴴ (Cᴴ V C) U, part (d) turns the right-hand side into

S C U (Uᴴ K U) Uᴴ Cᴴ S = S C K Cᴴ S.

```lean
/-- A potential weighted in the kinetic eigenbasis by any kernel `k (t i) (t j)` has a
back-transform that does not depend on the choice of eigenbasis. -/
theorem dressedPotential_eq (h : IsKineticBasis S T C t) (h₂ : IsKineticBasis S T C₂ t₂)
    (k : 𝕜 → 𝕜 → 𝕜) (V : Matrix n n 𝕜) :
    dressedPotential S C t k V = dressedPotential S C₂ t₂ k V := by
  obtain ⟨U, rfl, hU, hb⟩ := exists_rotation h h₂
  have hV : (C * U)ᴴ * V * (C * U) = Uᴴ * (Cᴴ * V * C) * U := by
    simp only [conjTranspose_mul, Matrix.mul_assoc]
  unfold dressedPotential
  rw [hV, weighted_rotation k U _ hb]
  generalize weighted k t (Cᴴ * V * C) = K
  symm
  calc S * (C * U) * (Uᴴ * K * U) * (C * U)ᴴ * S
      = S * C * (U * Uᴴ) * K * (U * Uᴴ) * Cᴴ * S := by
        simp only [conjTranspose_mul, Matrix.mul_assoc]
    _ = S * C * K * Cᴴ * S := by rw [hU, Matrix.mul_one, Matrix.mul_one]
```

### (f) Two functions with known results

Show that f(x) = 1 and f(x) = x give, respectively,

S C Cᴴ S = S,  S C diag(t) Cᴴ S = T.

**Solution.** The first follows from (a). For the second, insert diag(t) = Cᴴ T C:

(S C Cᴴ) T (C Cᴴ S) = T.

```lean
/-- The back-transform of the constant function 1 is the overlap matrix, and that of the
identity function is the kinetic-energy matrix. -/
theorem backTransform_one_and_id (h : IsKineticBasis S T C t) :
    backTransform S C t (fun _ => 1) = S ∧ backTransform S C t (fun x => x) = T := by
  obtain ⟨hr, hl⟩ := resolution h
  constructor
  · unfold backTransform
    rw [diagonal_one, Matrix.mul_one, hl, Matrix.one_mul]
  · change S * C * diagonal t * Cᴴ * S = T
    rw [← h.diagonalizes]
    calc S * C * (Cᴴ * T * C) * Cᴴ * S = (S * C * Cᴴ) * T * (C * Cᴴ * S) := by
          simp only [Matrix.mul_assoc]
      _ = T := by rw [hl, hr, Matrix.one_mul, Matrix.mul_one]
```

### (g) A non-orthogonal example

With rows separated by semicolons, let S = [1, −1; −1, 2] and T = [1, −1; −1, 4]. Verify the eigenbases

C = [1, 1; 0, 1], t = (1, 3);  C₂ = [1, −1; 1, 0], t₂ = (3, 1).

**Solution.** Let u = (1, 0) and v = (1, 1). Then Su = Tu = (1, −1), Sv = (0, 1) and Tv = (0, 3). Hence u and v are S-orthonormal, with kinetic eigenvalues 1 and 3. The columns of C₂ are v and −u. With the second basis function normalised, the overlap is −1/√2.

```lean
/-- Two different kinetic eigenbases for one pair of overlap and kinetic-energy matrices in a
non-orthogonal basis set of two functions. -/
theorem isKineticBasis_witness :
    IsKineticBasis (𝕜 := ℝ) !![1, -1; -1, 2] !![1, -1; -1, 4] !![1, 1; 0, 1] ![1, 3] ∧
    IsKineticBasis (𝕜 := ℝ) !![1, -1; -1, 2] !![1, -1; -1, 4] !![1, -1; 1, 0] ![3, 1] := by
  refine ⟨⟨?_, ?_⟩, ⟨?_, ?_⟩⟩ <;> ext i j <;> fin_cases i <;> fin_cases j <;>
    norm_num [Matrix.mul_apply, Fin.sum_univ_succ]
```

### (h) Weights attached to labels

Let S = T = 1 in two dimensions and R = [3/5, 4/5; −4/5, 3/5]. Show that 1 and R are both kinetic eigenbases, but

diag(1, 0) ≠ R diag(1, 0) Rᴴ.

**Solution.** R is orthogonal, so both bases have t = (1, 1). Counting from 0 as Lean does, the (0,1) element is 0 on the left and (3/5)(−4/5) = −12/25 on the right. Weights that single out one orbital of a degenerate level are not a function of the eigenvalue, so (c) does not apply to them.

```lean
/-- For a doubly degenerate kinetic eigenvalue, the weights 1 and 0 attached to the orbital
labels give different operators in two kinetic eigenbases. -/
theorem label_weights_depend_on_basis :
    IsKineticBasis (𝕜 := ℝ) (n := Fin 2) 1 1 1 (fun _ => 1) ∧
    IsKineticBasis (𝕜 := ℝ) 1 1 !![3/5, 4/5; -4/5, 3/5] (fun _ => 1) ∧
    (diagonal ![1, 0] : Matrix (Fin 2) (Fin 2) ℝ) ≠
      !![3/5, 4/5; -4/5, 3/5] * diagonal ![1, 0] * !![3/5, 4/5; -4/5, 3/5]ᴴ := by
  refine ⟨⟨by simp, by simp⟩, ⟨?_, ?_⟩, fun h => ?_⟩
  · ext i j
    fin_cases i <;> fin_cases j <;> norm_num [Matrix.mul_apply, Fin.sum_univ_succ]
  · ext i j
    fin_cases i <;> fin_cases j <;> norm_num [Matrix.mul_apply, Fin.sum_univ_succ]
  · -- the off-diagonal element is 0 on the left and -12/25 on the right
    have e := congrFun (congrFun h 0) 1
    rw [Matrix.mul_apply, Fin.sum_univ_two, mul_diagonal, mul_diagonal] at e
    norm_num [conjTranspose_apply] at e

end DKHBackTransform
```

```lean
#print axioms DKHBackTransform.backTransform_eq
-- 'DKHBackTransform.backTransform_eq' depends on axioms: [propext, Classical.choice, Quot.sound]
#print axioms DKHBackTransform.dressedPotential_eq
-- 'DKHBackTransform.dressedPotential_eq' depends on axioms: [propext, Classical.choice, Quot.sound]
#print axioms DKHBackTransform.backTransform_one_and_id
-- 'DKHBackTransform.backTransform_one_and_id' depends on axioms: [propext, Classical.choice, Quot.sound]
#print axioms DKHBackTransform.label_weights_depend_on_basis
-- 'DKHBackTransform.label_weights_depend_on_basis' depends on axioms: [propext, Classical.choice, Quot.sound]
```
